# The mean pair interaction of a $t_{2g}$ shell with couplings $U$, $U-2J$ and $U-3J$ is $U-2J$

In a DFT+DMFT calculation for a shell of localised orbitals, one form of the double-counting correction subtracts $\bar U N(N-1)/2$ from the energy, where $N$ is the number of electrons in the shell and $\bar U$ is a mean interaction between two of them. The file below computes $\bar U$ for density-density interactions with a single Hubbard repulsion $U$ and a single Hund's coupling $J$, and shows that the subtracted expression is the average interaction energy over all ways of placing $N$ electrons in the shell.

```lean
import Mathlib

open Finset

namespace HubbardDoubleCounting

noncomputable section

/-- A spin-orbital of a shell with `M` orbitals: an orbital index and one of two spins. -/
abbrev SpinOrbital (M : ℕ) := Fin M × Bool

/-- Interaction of two distinct spin-orbitals: `U` in the same orbital, `U - 3J` in different
orbitals with equal spin, `U - 2J` in different orbitals with opposite spin. -/
def pairEnergy {M : ℕ} (U J : ℝ) (a b : SpinOrbital M) : ℝ :=
  if a.1 = b.1 then U else if a.2 = b.2 then U - 3 * J else U - 2 * J

/-- The mean interaction over all ordered pairs of distinct spin-orbitals. -/
def averagePairEnergy (M : ℕ) (U J : ℝ) : ℝ :=
  (∑ p ∈ (univ : Finset (SpinOrbital M)).offDiag, pairEnergy U J p.1 p.2) /
    ((univ : Finset (SpinOrbital M)).offDiag.card : ℝ)

/-- The interaction energy of a set of occupied spin-orbitals, each pair counted once. -/
def configurationEnergy {M : ℕ} (U J : ℝ) (s : Finset (SpinOrbital M)) : ℝ :=
  (∑ p ∈ s.offDiag, pairEnergy U J p.1 p.2) / 2

/-- A set of `n` spin-orbitals has `n (n - 1)` ordered pairs of distinct members. -/
theorem card_ordered_pairs {α : Type*} [DecidableEq α] (s : Finset α) :
    (s.offDiag.card : ℝ) = s.card * ((s.card : ℝ) - 1) := by
  rw [Finset.offDiag_card, Nat.cast_sub (Nat.le_mul_self _)]
  push_cast
  ring

/-- The interaction of one spin-orbital with all the others is `(2M - 1) U - 5 (M - 1) J`. -/
theorem interaction_with_rest {M : ℕ} (U J : ℝ) (a : SpinOrbital M) :
    ∑ b ∈ univ.erase a, pairEnergy U J a b
      = (2 * (M : ℝ) - 1) * U - 5 * ((M : ℝ) - 1) * J := by
  -- sum over the two spins of a partner orbital first
  have hspin : ∀ j : Fin M, ∑ s : Bool, pairEnergy U J a (j, s)
      = (2 * U - 5 * J) + if a.1 = j then 5 * J else 0 := by
    intro j
    obtain ⟨i, s⟩ := a
    by_cases h : i = j <;> cases s <;> simp [pairEnergy, h] <;> ring
  have hfull : ∑ b, pairEnergy U J a b = (M : ℝ) * (2 * U - 5 * J) + 5 * J := by
    rw [Fintype.sum_prod_type, Finset.sum_congr rfl (fun j _ => hspin j)]
    simp [Finset.sum_add_distrib]
    ring
  -- then remove the self-interaction term
  have hsplit := Finset.add_sum_erase univ (fun b => pairEnergy U J a b) (mem_univ a)
  have hself : pairEnergy U J a a = U := by simp [pairEnergy]
  simp only [hself, hfull] at hsplit
  linear_combination hsplit

/-- A shell with `M` orbitals has `2M` spin-orbitals. -/
theorem card_spinOrbital (M : ℕ) : Fintype.card (SpinOrbital M) = 2 * M := by
  rw [Fintype.card_prod, Fintype.card_fin, Fintype.card_bool, mul_comm]

/-- For `M ≥ 1` orbitals the mean pair interaction is `U - 5 (M - 1) J / (2M - 1)`. -/
theorem average_pair_energy {M : ℕ} (hM : 1 ≤ M) (U J : ℝ) :
    averagePairEnergy M U J = U - 5 * ((M : ℝ) - 1) * J / (2 * (M : ℝ) - 1) := by
  have hm : (1 : ℝ) ≤ M := by exact_mod_cast hM
  have h1 : 2 * (M : ℝ) - 1 ≠ 0 := by linarith
  have h0 : 2 * (M : ℝ) ≠ 0 := by linarith
  have hsum : ∑ p ∈ (univ : Finset (SpinOrbital M)).offDiag, pairEnergy U J p.1 p.2
      = 2 * (M : ℝ) * ((2 * (M : ℝ) - 1) * U - 5 * ((M : ℝ) - 1) * J) := by
    rw [Finset.sum_finset_product _ univ (fun a => univ.erase a) (by
      intro p
      simp only [mem_offDiag, mem_univ, true_and, mem_erase, and_true]
      exact ne_comm)]
    rw [Finset.sum_congr rfl (fun a _ => interaction_with_rest U J a), Finset.sum_const,
      nsmul_eq_mul, Finset.card_univ, card_spinOrbital]
    push_cast
    ring
  unfold averagePairEnergy
  rw [hsum, card_ordered_pairs, Finset.card_univ, card_spinOrbital]
  push_cast
  rw [div_eq_iff (mul_ne_zero h0 h1)]
  have e := div_mul_cancel₀ (5 * ((M : ℝ) - 1) * J) h1
  linear_combination (2 * (M : ℝ)) * e

/-- For the three t2g orbitals the mean pair interaction is `U - 2J`. -/
theorem average_t2g (U J : ℝ) : averagePairEnergy 3 U J = U - 2 * J := by
  rw [average_pair_energy (by norm_num)]
  push_cast
  ring

/-- For `M ≥ 1` and nonzero `J`, the mean pair interaction is `U - 2J` exactly when there are three
orbitals. -/
theorem average_eq_iff_three {M : ℕ} (hM : 1 ≤ M) (U : ℝ) {J : ℝ} (hJ : J ≠ 0) :
    averagePairEnergy M U J = U - 2 * J ↔ M = 3 := by
  constructor
  · intro h
    rw [average_pair_energy hM] at h
    have hm : (1 : ℝ) ≤ M := by exact_mod_cast hM
    have h1 : 2 * (M : ℝ) - 1 ≠ 0 := by linarith
    have e := div_mul_cancel₀ (5 * ((M : ℝ) - 1) * J) h1
    have hx : J * ((M : ℝ) - 3) = 0 := by
      linear_combination -e - (2 * (M : ℝ) - 1) * h
    have h3 : (M : ℝ) = 3 := by
      have := (mul_eq_zero.1 hx).resolve_left hJ
      linarith
    exact_mod_cast h3
  · rintro rfl
    exact average_t2g U J

/-- Every pair of distinct spin-orbitals is occupied in the same number of `N`-electron
configurations. -/
theorem pair_occupation_count {α : Type*} [Fintype α] [DecidableEq α] (N : ℕ)
    {a b c d : α} (hab : a ≠ b) (hcd : c ≠ d) :
    ((powersetCard N (univ : Finset α)).filter (fun s => a ∈ s ∧ b ∈ s)).card
      = ((powersetCard N (univ : Finset α)).filter (fun s => c ∈ s ∧ d ∈ s)).card := by
  have key : ∀ a b c d : α, a ≠ b → c ≠ d →
      ((powersetCard N (univ : Finset α)).filter (fun s => a ∈ s ∧ b ∈ s)).card
        ≤ ((powersetCard N (univ : Finset α)).filter (fun s => c ∈ s ∧ d ∈ s)).card := by
    intro a b c d hab hcd
    -- a relabelling of spin-orbitals that carries one pair to the other
    obtain ⟨σ, ha, hb⟩ : ∃ σ : Equiv.Perm α, σ a = c ∧ σ b = d := by
      refine ⟨(Equiv.swap a c).trans (Equiv.swap (Equiv.swap a c b) d), ?_, ?_⟩
      · simp only [Equiv.trans_apply, Equiv.swap_apply_left]
        refine Equiv.swap_apply_of_ne_of_ne ?_ hcd
        intro e
        apply hab
        apply (Equiv.swap a c).injective
        rw [Equiv.swap_apply_left]
        exact e
      · simp only [Equiv.trans_apply, Equiv.swap_apply_left]
    refine Finset.card_le_card_of_injOn (fun s => s.map σ.toEmbedding) ?_ ?_
    · intro s hs
      have hs' := Finset.mem_filter.1 (Finset.mem_coe.1 hs)
      refine Finset.mem_coe.2 (Finset.mem_filter.2 ⟨?_, ?_, ?_⟩)
      · exact Finset.mem_powersetCard.2 ⟨Finset.subset_univ _,
          (Finset.card_map _).trans (Finset.mem_powersetCard.1 hs'.1).2⟩
      · exact Finset.mem_map.2 ⟨a, hs'.2.1, ha⟩
      · exact Finset.mem_map.2 ⟨b, hs'.2.2, hb⟩
    · intro s _ t _ h
      exact Finset.map_injective σ.toEmbedding h
  exact le_antisymm (key a b c d hab hcd) (key c d a b hcd hab)

/-- A pair quantity summed over all `N`-electron configurations is its sum over all pairs times
the number of configurations that occupy a given pair. -/
theorem sum_over_configurations {α : Type*} [Fintype α] [DecidableEq α] (N : ℕ)
    (f : α × α → ℝ) {a b : α} (hab : a ≠ b) :
    ∑ s ∈ powersetCard N (univ : Finset α), ∑ p ∈ s.offDiag, f p
      = (((powersetCard N (univ : Finset α)).filter (fun s => a ∈ s ∧ b ∈ s)).card : ℝ)
        * ∑ p ∈ (univ : Finset α).offDiag, f p := by
  have hswap : ∑ s ∈ powersetCard N (univ : Finset α), ∑ p ∈ s.offDiag, f p
      = ∑ p ∈ (univ : Finset α).offDiag,
        ∑ _s ∈ (powersetCard N (univ : Finset α)).filter (fun s => p.1 ∈ s ∧ p.2 ∈ s), f p := by
    apply Finset.sum_comm'
    intro s p
    simp only [mem_filter, mem_offDiag, mem_univ, true_and]
    tauto
  rw [hswap, Finset.mul_sum]
  refine Finset.sum_congr rfl (fun p hp => ?_)
  rw [Finset.sum_const, nsmul_eq_mul,
    pair_occupation_count N (Finset.mem_offDiag.1 hp).2.2 hab]

/-- For `M ≥ 1` and `N ≤ 2M`, the interaction energy averaged over all `N`-electron configurations
of the shell is the mean pair interaction times `N (N - 1) / 2`. -/
theorem configuration_average {M N : ℕ} (hM : 1 ≤ M) (hN : N ≤ 2 * M) (U J : ℝ) :
    (∑ s ∈ powersetCard N (univ : Finset (SpinOrbital M)), configurationEnergy U J s) /
        ((powersetCard N (univ : Finset (SpinOrbital M))).card : ℝ)
      = averagePairEnergy M U J * ((N : ℝ) * ((N : ℝ) - 1) / 2) := by
  have hab : ((⟨0, hM⟩, true) : SpinOrbital M) ≠ (⟨0, hM⟩, false) := by simp
  have h1 := sum_over_configurations N (fun p => pairEnergy U J p.1 p.2) hab
  have h2 := sum_over_configurations N (fun _ => (1 : ℝ)) hab
  -- counting pairs fixes the number of configurations per pair
  have hrow : ∀ s ∈ powersetCard N (univ : Finset (SpinOrbital M)),
      ∑ _p ∈ s.offDiag, (1 : ℝ) = (N : ℝ) * ((N : ℝ) - 1) := by
    intro s hs
    rw [Finset.sum_const, nsmul_eq_mul, mul_one, card_ordered_pairs,
      (Finset.mem_powersetCard.1 hs).2]
  rw [Finset.sum_eq_card_nsmul hrow, nsmul_eq_mul, Finset.sum_const, nsmul_eq_mul,
    mul_one] at h2
  have hC : ((powersetCard N (univ : Finset (SpinOrbital M))).card : ℝ) ≠ 0 := by
    rw [Finset.card_powersetCard, Finset.card_univ, card_spinOrbital]
    exact Nat.cast_ne_zero.2 (Nat.choose_pos hN).ne'
  have hmem : (((⟨0, hM⟩, true), (⟨0, hM⟩, false)) : SpinOrbital M × SpinOrbital M)
      ∈ (univ : Finset (SpinOrbital M)).offDiag :=
    Finset.mem_offDiag.2 ⟨mem_univ _, mem_univ _, hab⟩
  have hD : ((univ : Finset (SpinOrbital M)).offDiag.card : ℝ) ≠ 0 :=
    Nat.cast_ne_zero.2 (Finset.card_ne_zero_of_mem hmem)
  have alg : ∀ k S D C n : ℝ, C ≠ 0 → D ≠ 0 → C * n = k * D →
      k * S / 2 / C = S / D * (n / 2) := by
    intro k S D C n hC hD h
    rw [div_div, div_mul_div_comm,
      div_eq_div_iff (mul_ne_zero two_ne_zero hC) (mul_ne_zero hD two_ne_zero)]
    linear_combination (-2 * S) * h
  unfold configurationEnergy averagePairEnergy
  rw [← Finset.sum_div, h1]
  exact alg _ _ _ _ _ hC hD h2

end

end HubbardDoubleCounting
```

```lean
#print axioms HubbardDoubleCounting.average_pair_energy
#print axioms HubbardDoubleCounting.average_eq_iff_three
#print axioms HubbardDoubleCounting.configuration_average
```

```
'HubbardDoubleCounting.average_pair_energy' depends on axioms: [propext, Classical.choice, Quot.sound]
'HubbardDoubleCounting.average_eq_iff_three' depends on axioms: [propext, Classical.choice, Quot.sound]
'HubbardDoubleCounting.configuration_average' depends on axioms: [propext, Classical.choice, Quot.sound]
```

## The mean over pairs and the mean over configurations

A shell has $M$ orbitals, each with two spin states, so it has $2M$ spin-orbitals. Two distinct spin-orbitals interact with energy

- $U$ if they belong to the same orbital,
- $U-2J$ if they belong to different orbitals and have opposite spin,
- $U-3J$ if they belong to different orbitals and have equal spin.

The theorem `average_pair_energy` says that for $M\ge 1$ the mean of this energy over all pairs is

$$\bar U = U-\frac{5(M-1)J}{2M-1}.$$

For a single orbital this is $U$, since the only pair is the doubly occupied orbital. For three orbitals, `average_t2g` gives $\bar U=U-2J$. The theorem `average_eq_iff_three` adds that, when $J\neq 0$, three is the only number of orbitals with this value.

The condition on $J$ is needed for that last statement. If $J=0$ and $M=2$, every pair has energy $U$, so the mean is $U=U-2J$ although the shell has two orbitals.

Finally, `configuration_average` concerns the $N$-electron configurations, that is, the sets of $N$ occupied spin-orbitals. For $M\ge 1$ and $N\le 2M$, the interaction energy averaged over all of them with equal weight is $\bar U N(N-1)/2$. The bound on $N$ ensures that the shell can hold the electrons.

## The shell as a set of spin-orbitals

In Lean a spin-orbital is an element of `Fin M × Bool`: an orbital index from $0$ to $M-1$ and one of two spin labels. The function `pairEnergy` first compares the orbital indices and then the spins. It also returns $U$ when both arguments are the same spin-orbital, but this value never enters an average, because `offDiag` contains only pairs with distinct members.

These pairs are ordered, so each physical pair appears twice. In `averagePairEnergy` the factor of two cancels between the sum and the number of pairs. In `configurationEnergy`, which is an energy and not a mean, the sum is divided by 2. The set `powersetCard N univ` contains all configurations with exactly $N$ electrons.

The three pair energies are postulated. They stand for the density-density part of the Kanamori interaction: the repulsion between different orbitals is taken as $U'=U-2J$, the relation that rotational invariance imposes on a $t_{2g}$ shell, and exchange lowers it by a further $J$ for parallel spins. Spin-flip and pair-hopping terms are absent. All pairs of different orbitals share the same $J$, which is an idealisation for a full $d$ shell, where the couplings depend on the orbitals involved. The numbers $U$ and $J$ may be any reals; no sign is assumed.

The average gives every configuration the same weight, whatever its energy, so in general it is neither the energy of a ground state nor that of a thermal state at finite temperature. The electron number is an integer, whereas a calculation often inserts a fractional shell occupation into the same expression. How much of the interaction a density functional already contains is a separate physical question, and the identification of that part with $\bar U N(N-1)/2$ is an assumption of the correction scheme.

## Summing over the partners of one electron

Fix a spin-orbital $a$ in orbital $i$, and add its interactions with both spin states of an orbital $j$. If $j\ne i$, one spin is equal and the other opposite, so the sum is

$$(U-3J)+(U-2J)=2U-5J.$$

If $j=i$, the sum is $2U$, provided the fictitious term of $a$ with itself is counted as $U$. Both cases are covered by $2U-5J$ plus an extra $5J$ when $j=i$. Summing over all $M$ orbitals gives $M(2U-5J)+5J$, and removing the fictitious term leaves

$$M(2U-5J)+5J-U=(2M-1)U-5(M-1)J.$$

This is `interaction_with_rest`. Its intermediate fact `hspin` is the sum over the two spins, proved by distinguishing whether the orbitals agree and which spin $a$ has. The fact `hfull` is the sum over orbitals, and `Finset.add_sum_erase` separates off the term of $a$ with itself.

The result is the same for each of the $2M$ spin-orbitals, so the sum over ordered pairs is

$$S=2M\big[(2M-1)U-5(M-1)J\big].$$

The number of ordered pairs is $D=2M(2M-1)$, because a set of $n$ elements has $n(n-1)$ of them (`card_ordered_pairs`). Since $M\ge1$, $D$ is not zero, and the quotient is

$$\bar U=\frac{S}{D}=U-\frac{5(M-1)J}{2M-1}.$$

In `average_pair_energy`, `Finset.sum_finset_product` turns the sum over pairs into a sum over $a$ followed by a sum over its partners, and the rest is this division.

For $M=3$ the correction is $10J/5=2J$. Conversely, if $\bar U=U-2J$, then $5(M-1)J=2(2M-1)J$, which rearranges to $J(M-3)=0$. With $J\ne0$ this forces $M=3$. The proof of `average_eq_iff_three` derives the same product as `hx` and cancels $J$.

## Every pair is occupied equally often

The average over configurations needs one counting fact: the number $k$ of $N$-electron configurations in which both members of a given pair are occupied doesn't depend on the pair.

Take two pairs, $a\neq b$ and $c\neq d$. There is a permutation of the spin-orbitals that sends $a$ to $c$ and $b$ to $d$: exchange $a$ with $c$, then exchange the new position of $b$ with $d$. The second exchange leaves $c$ in place, because $c$ differs from $d$ and also from the new position of $b$. Applied to a configuration, the permutation keeps the number of electrons and carries configurations containing $a$ and $b$ to configurations containing $c$ and $d$. Different configurations have different images, so the first kind is at most as numerous as the second. Exchanging the roles of the pairs gives equality.

In `pair_occupation_count` the inequality is `key`, and `le_antisymm` combines its two directions. The permutation is used only for counting; it need not preserve the interaction energies.

Now let $f$ be any quantity that depends on an ordered pair. Summing $f$ over the pairs in each configuration, and then over configurations, counts each pair $k$ times:

$$\sum_s\sum_{p\in s}f(p)=k\sum_p f(p),$$

where $s$ runs over the $N$-electron configurations, $p\in s$ means an ordered pair of distinct occupied spin-orbitals, and the sum on the right runs over all ordered pairs in the shell. This is `sum_over_configurations`, where `Finset.sum_comm'` exchanges the two sums.

The identity is used twice. With $f$ equal to the pair energy, the total energy of all configurations is $kS/2$. With $f=1$, each configuration contributes $N(N-1)$, so if $C$ is the number of configurations,

$$C\,N(N-1)=kD.$$

This determines $k$ without a binomial formula for it. Dividing the total energy by $C$ gives

$$\frac{kS}{2C}=\frac{S}{D}\,\frac{N(N-1)}{2}=\bar U\,\frac{N(N-1)}{2}.$$

In `configuration_average` the two uses are `h1` and `h2`, and `alg` is the final division. For $N=0$ or $N=1$ no pair is occupied, and both sides are zero.

## Three electrons in three orbitals

Take $M=3$, $U=4$ eV and $J=0.5$ eV. The three pair energies are 4, 3 and 2.5 eV. Of the 15 unordered pairs, 3 lie in one orbital, 6 have different orbitals and opposite spins, and 6 have different orbitals and equal spins. Their mean is

$$\frac{3\cdot4+6\cdot3+6\cdot2.5}{15}=3\ \text{eV},$$

which is $U-2J$.

For $N=3$ there are 20 configurations:

| Configuration | Number | Energy of each (eV) |
|---|---:|---:|
| One electron per orbital, all spins equal | 2 | 7.5 |
| One electron per orbital, one spin reversed | 6 | 8.5 |
| One orbital doubly occupied | 12 | 9.5 |

The average is $(15+51+114)/20=9$ eV, in agreement with $\bar U N(N-1)/2=3\cdot3$ eV. The two fully polarised configurations lie 1.5 eV below it.
